# Integrals of G² and |G|² for a finite Lehmann pole sum above the real axis

For an isolated system of electrons in finitely many orbitals, each matrix element \(G\) of the Green's function is a sum over discrete poles. To plot it as a smooth spectrum, one evaluates it at \(x+i\eta\), with \(x\) the real energy and \(\eta>0\) a broadening. What do its square and its squared modulus give when integrated over all energies? For finitely many real pole energies the square gives zero, and the squared modulus gives a double sum over poles, which for real residues is a weighted sum of Lorentzians in the pole separations.

The difference of two such pole sums is again a pole sum, so the second result gives the integrated squared deviation between two computed versions of such a matrix element without an energy grid, provided both are known as finite pole sums, with their energies and residues, and are taken at the same \(\eta\).

```lean
import Mathlib

open MeasureTheory Filter Topology Complex
open scoped Real ComplexConjugate

namespace LehmannPoleSums

noncomputable section

variable {ι : Type*} [Fintype ι]
```

The finite set `ι` labels the poles. It may be empty, and energies may coincide.

```lean
/-- The Lehmann pole sum `G(z) = ∑ a_k / (z - e_k)`, for `z` away from the poles `e_k`. -/
def green (e : ι → ℝ) (a : ι → ℂ) (z : ℂ) : ℂ := ∑ k, a k / (z - e k)
```

This is \(G(z)=\sum_k a_k/(z-e_k)\), with real energies \(e_k\) and complex residues \(a_k\). Both are given data: their derivation from a many-body Hamiltonian is not part of the model.

```lean
/-- A single pole `1 / (x + iγ - e)` seen from the line at height `γ ≠ 0`. -/
def propagator (e γ x : ℝ) : ℂ := ((x : ℂ) + γ * I - e)⁻¹
```

Here "propagator" means a single pole of unit residue, \(p_{e,\gamma}(x)=1/(x+i\gamma-e)\). It is retarded for \(\gamma>0\) and advanced for \(\gamma<0\).

```lean
/-- A primitive in `x` of the single pole, for `γ ≠ 0`: a logarithm and an arctangent. -/
def primitive (e γ x : ℝ) : ℂ :=
  ((Real.log ((x - e) ^ 2 + γ ^ 2) / 2 : ℝ) : ℂ) - I * ((Real.arctan ((x - e) / γ) : ℝ) : ℂ)
```

This is \(P_{e,\gamma}(x)=\tfrac12\log((x-e)^2+\gamma^2)-i\arctan((x-e)/\gamma)\).

## One pair of poles

```lean
/-- Off the real axis, `x + iγ - e` does not vanish. -/
theorem shift_ne (e x : ℝ) {γ : ℝ} (hγ : γ ≠ 0) : (x : ℂ) + γ * I - e ≠ 0 := by
  intro h
  have := congrArg Complex.im h
  simp at this
  exact hγ this
```

After the colon stands the statement, after `:= by` its proof. The denominator has imaginary part \(\gamma\neq0\), so it cannot vanish.

```lean
/-- The product of two propagators with nonzero widths is integrable over all energies. -/
theorem integrable_pair (e f : ℝ) {α β : ℝ} (hα : α ≠ 0) (hβ : β ≠ 0) :
    Integrable (fun x : ℝ => propagator e α x * propagator f β x) := by
  have hc : ∀ (c : ℝ) {γ : ℝ}, γ ≠ 0 → Continuous (propagator c γ) := fun c γ h =>
    Continuous.inv₀ (by fun_prop) (fun x => shift_ne c x h)
  -- the squared modulus is a Lorentzian
  have hL : ∀ (c : ℝ) {γ : ℝ}, γ ≠ 0 → Integrable (fun x => ‖propagator c γ x‖ ^ 2) := by
    intro c γ h
    have h1 := ((integrable_inv_one_add_sq.comp_div h).comp_sub_right c).const_mul (γ ^ 2)⁻¹
    refine h1.congr (ae_of_all _ fun x => ?_)
    have h2 : ‖propagator c γ x‖ ^ 2 = ((x - c) ^ 2 + γ ^ 2)⁻¹ := by
      rw [propagator, norm_inv, inv_pow, Complex.sq_norm, Complex.normSq_apply]
      congr 1
      simp
      ring
    dsimp only
    rw [h2, ← mul_inv]
    congr 1
    rw [mul_add, ← mul_pow, mul_div_cancel₀ _ h]
    ring
  refine ((hL e hα).add (hL f hβ)).mono' ((hc e hα).mul (hc f hβ)).aestronglyMeasurable
    (ae_of_all _ fun x => ?_)
  simp only [norm_mul, Pi.add_apply]
  nlinarith [sq_nonneg (‖propagator e α x‖ - ‖propagator f β x‖),
    sq_nonneg (‖propagator e α x‖ + ‖propagator f β x‖)]
```

By hand, \(|p_{e,\alpha}\,p_{f,\beta}|\le|p_{e,\alpha}|^2+|p_{f,\beta}|^2\), and each term on the right is an integrable Lorentzian \(1/((x-c)^2+\gamma^2)\). In Lean, `hL` supplies the Lorentzians, `mono'` the domination and `nlinarith` the inequality.

```lean
/-- For nonzero width, the derivative of `primitive` is the propagator. -/
theorem hasDerivAt_primitive (e x : ℝ) {γ : ℝ} (hγ : γ ≠ 0) :
    HasDerivAt (primitive e γ) (propagator e γ x) x := by
  have hpos : 0 < (x - e) ^ 2 + γ ^ 2 := by positivity
  have hu : HasDerivAt (fun y : ℝ => y - e) 1 x := (hasDerivAt_id' x).sub_const e
  have hq : HasDerivAt (fun y : ℝ => (y - e) ^ 2 + γ ^ 2) (2 * (x - e)) x :=
    ((hu.fun_pow 2).add_const (γ ^ 2)).congr_deriv (by norm_num)
  have h := ((hq.log hpos.ne').div_const 2).ofReal_comp.fun_sub
    ((hu.div_const γ).arctan.ofReal_comp.const_mul I)
  refine h.congr_deriv ?_
  have h1 : 2 * (x - e) / ((x - e) ^ 2 + γ ^ 2) / 2 = (x - e) / ((x - e) ^ 2 + γ ^ 2) := by ring
  have h2 : 1 / (1 + ((x - e) / γ) ^ 2) * (1 / γ) = γ / ((x - e) ^ 2 + γ ^ 2) := by
    have hg : (x - e) / γ * γ = x - e := div_mul_cancel₀ _ hγ
    rw [div_mul_div_comm, div_eq_div_iff (by positivity) hpos.ne']
    linear_combination (-((x - e) / γ * γ + (x - e))) * hg
  rw [h1, h2]
  apply eq_inv_of_mul_eq_one_left
  have hD : ((x : ℂ) - e) ^ 2 + (γ : ℂ) ^ 2 ≠ 0 := by exact_mod_cast hpos.ne'
  have hi := mul_inv_cancel₀ hD
  push_cast
  linear_combination hi - (γ : ℂ) ^ 2 * (((x : ℂ) - e) ^ 2 + (γ : ℂ) ^ 2)⁻¹ * I_sq
```

Differentiating gives
\[P_{e,\gamma}'(x)=\frac{(x-e)-i\gamma}{(x-e)^2+\gamma^2}=\frac1{x-e+i\gamma}.\]
`h1` and `h2` simplify the derivatives of the logarithm and the arctangent.

```lean
/-- For nonzero widths, the integrated product of two propagators times the separation of
their complex poles is fixed by the signs of the widths. -/
theorem integral_pair (e f : ℝ) {α β : ℝ} (hα : α ≠ 0) (hβ : β ≠ 0) :
    (((e : ℂ) - f) - ((α : ℂ) - β) * I) * ∫ x : ℝ, propagator e α x * propagator f β x
      = -(π * I) * ((Real.sign α : ℂ) - (Real.sign β : ℂ)) := by
  -- resolvent identity
  have hd : ∀ x : ℝ, HasDerivAt (fun y => primitive e α y - primitive f β y)
      ((((e : ℂ) - f) - ((α : ℂ) - β) * I) * (propagator e α x * propagator f β x)) x := by
    intro x
    refine ((hasDerivAt_primitive e x hα).fun_sub (hasDerivAt_primitive f x hβ)).congr_deriv ?_
    have hz : ((x : ℂ) + α * I - e) * propagator e α x = 1 := mul_inv_cancel₀ (shift_ne e x hα)
    have hw : ((x : ℂ) + β * I - f) * propagator f β x = 1 := mul_inv_cancel₀ (shift_ne f x hβ)
    linear_combination propagator f β x * hz - propagator e α x * hw
  -- each logarithm grows like `log x²`
  have hlog : ∀ (c γ : ℝ) (l : Filter ℝ), γ ≠ 0 → Tendsto (fun x : ℝ => x⁻¹) l (𝓝 0) →
      (∀ᶠ x in l, x ≠ 0) →
      Tendsto (fun x => Real.log ((x - c) ^ 2 + γ ^ 2) - Real.log (x ^ 2)) l (𝓝 0) := by
    intro c γ l hγ hl h0
    have h1 : Tendsto (fun x : ℝ => (1 - c * x⁻¹) ^ 2 + (γ * x⁻¹) ^ 2) l (𝓝 1) := by
      have := (((tendsto_const_nhds (x := (1 : ℝ))).sub (hl.const_mul c)).pow 2).add
        ((hl.const_mul γ).pow 2)
      simpa using this
    have h2 := h1.log one_ne_zero
    rw [Real.log_one] at h2
    refine h2.congr' ?_
    filter_upwards [h0] with x hx
    rw [← Real.log_div (by positivity) (by positivity)]
    congr 1
    rw [eq_div_iff (by positivity)]
    have hxi : x⁻¹ * x = 1 := inv_mul_cancel₀ hx
    generalize x⁻¹ = y at hxi ⊢
    linear_combination (-c * (2 * x - c * (y * x) - c) + γ ^ 2 * (y * x + 1)) * hxi
  -- each arctangent jumps by `±π`
  have hpos : ∀ c γ : ℝ, 0 < γ →
      Tendsto (fun x => Real.arctan ((x - c) / γ)) atTop (𝓝 (π / 2)) ∧
      Tendsto (fun x => Real.arctan ((x - c) / γ)) atBot (𝓝 (-(π / 2))) := by
    intro c γ h
    have h1 : Tendsto (fun x : ℝ => (x - c) / γ) atTop atTop := by
      simpa only [sub_eq_add_neg, id_eq] using
        (tendsto_atTop_add_const_right atTop (-c) tendsto_id).atTop_div_const h
    have h2 : Tendsto (fun x : ℝ => (x - c) / γ) atBot atBot := by
      simpa only [sub_eq_add_neg, id_eq] using
        (tendsto_atBot_add_const_right atBot (-c) tendsto_id).atBot_div_const h
    exact ⟨(Real.tendsto_arctan_atTop.mono_right nhdsWithin_le_nhds).comp h1,
      (Real.tendsto_arctan_atBot.mono_right nhdsWithin_le_nhds).comp h2⟩
  have hat : ∀ c γ : ℝ, γ ≠ 0 →
      Tendsto (fun x => Real.arctan ((x - c) / γ)) atTop (𝓝 (Real.sign γ * (π / 2))) ∧
      Tendsto (fun x => Real.arctan ((x - c) / γ)) atBot (𝓝 (-(Real.sign γ * (π / 2)))) := by
    intro c γ hγ
    rcases lt_or_gt_of_ne hγ with h | h
    · have hn := hpos c (-γ) (neg_pos.2 h)
      rw [Real.sign_of_neg h]
      exact ⟨by simpa [div_neg, Real.arctan_neg] using hn.1.neg,
        by simpa [div_neg, Real.arctan_neg] using hn.2.neg⟩
    · rw [Real.sign_of_pos h, one_mul]
      exact hpos c γ h
  have lim : ∀ (l : Filter ℝ) (s t : ℝ), Tendsto (fun x : ℝ => x⁻¹) l (𝓝 0) →
      (∀ᶠ x in l, x ≠ 0) → Tendsto (fun x => Real.arctan ((x - e) / α)) l (𝓝 s) →
      Tendsto (fun x => Real.arctan ((x - f) / β)) l (𝓝 t) →
      Tendsto (fun x => primitive e α x - primitive f β x) l (𝓝 (-I * ((s : ℂ) - t))) := by
    intro l s t hl h0 hs ht
    have hg := ((hlog e α l hα hl h0).sub (hlog f β l hβ hl h0)).div_const 2
    have hc := ((Complex.continuous_ofReal.tendsto _).comp hg).sub
      (((Complex.continuous_ofReal.tendsto _).comp (hs.sub ht)).const_mul I)
    have he : ((((0 : ℝ) - 0) / 2 : ℝ) : ℂ) - I * ((s - t : ℝ) : ℂ) = -I * ((s : ℂ) - t) := by
      push_cast
      ring
    rw [he] at hc
    refine hc.congr fun x => ?_
    simp only [Function.comp_apply, primitive, Complex.ofReal_sub, Complex.ofReal_div,
      Complex.ofReal_ofNat]
    ring
  have hb : Tendsto (fun x : ℝ => x⁻¹) atBot (𝓝 0) := tendsto_inv_atBot_zero
  have h := integral_of_hasDerivAt_of_tendsto hd ((integrable_pair e f hα hβ).const_mul _)
    (lim atBot _ _ hb (eventually_ne_atBot 0) (hat e α hα).2 (hat f β hβ).2)
    (lim atTop _ _ tendsto_inv_atTop_zero (eventually_ne_atTop 0) (hat e α hα).1 (hat f β hβ).1)
  rw [integral_const_mul] at h
  rw [h]
  push_cast
  ring
```

Subtracting two poles gives the resolvent identity
\[p_{e,\alpha}-p_{f,\beta}=\big[(e-f)-i(\alpha-\beta)\big]\,p_{e,\alpha}\,p_{f,\beta}.\]
Its left side has the primitive \(P_{e,\alpha}-P_{f,\beta}\). Both logarithms approach \(\log x^2\) (`hlog`), so they cancel at either end. The arctangents tend to \(\pm\tfrac{\pi}{2}\operatorname{sgn}\gamma\) as \(x\to\pm\infty\) (`hat`). Hence
\[\big[(e-f)-i(\alpha-\beta)\big]\int p_{e,\alpha}\,p_{f,\beta}\,dx=-i\pi(\operatorname{sgn}\alpha-\operatorname{sgn}\beta).\]
`integral_of_hasDerivAt_of_tendsto` is the fundamental theorem of calculus on the whole line.

```lean
/-- The product of two retarded propagators of equal width `η > 0` integrates to zero. -/
theorem integral_retarded_pair (e f : ℝ) {η : ℝ} (hη : 0 < η) :
    ∫ x : ℝ, propagator e η x * propagator f η x = 0 := by
  by_cases hef : e = f
  · subst hef
    -- double pole: the primitive is minus the propagator
    have hd : ∀ x : ℝ, HasDerivAt (fun y => -propagator e η y)
        (propagator e η x * propagator e η x) x := by
      intro x
      have hb : HasDerivAt (fun y : ℝ => (y : ℂ) + η * I - e) 1 x :=
        (((hasDerivAt_id' x).ofReal_comp.add_const _).sub_const _).congr_deriv (by simp)
      have hi := hasDerivAt_inv (shift_ne e x hη.ne')
      refine (HasDerivAt.comp x hi hb).neg.congr_deriv ?_
      rw [propagator, pow_two, mul_inv]
      ring
    have lim : ∀ l : Filter ℝ, Tendsto (fun x : ℝ => x⁻¹) l (𝓝 0) → (∀ᶠ x in l, x ≠ 0) →
        Tendsto (fun x => -propagator e η x) l (𝓝 0) := by
      intro l hl h0
      have hy : Tendsto (fun x : ℝ => ((x⁻¹ : ℝ) : ℂ)) l (𝓝 0) := by
        simpa only [Function.comp_def, Complex.ofReal_zero] using
          (Complex.continuous_ofReal.tendsto 0).comp hl
      have h1 := (hy.mul (((tendsto_const_nhds (x := (1 : ℂ))).add
        (hy.const_mul ((η : ℂ) * I - e))).inv₀ (by simp))).neg
      rw [zero_mul, neg_zero] at h1
      refine h1.congr' ?_
      filter_upwards [h0] with x hx
      have hxi : (x : ℂ)⁻¹ * x = 1 := inv_mul_cancel₀ (Complex.ofReal_ne_zero.2 hx)
      rw [propagator, Complex.ofReal_inv, ← mul_inv_rev]
      congr 2
      linear_combination ((η : ℂ) * I - e) * hxi
    have h := integral_of_hasDerivAt_of_tendsto hd (integrable_pair e e hη.ne' hη.ne')
      (lim atBot tendsto_inv_atBot_zero (eventually_ne_atBot 0))
      (lim atTop tendsto_inv_atTop_zero (eventually_ne_atTop 0))
    exact h.trans (sub_zero 0)
  · have h := integral_pair e f hη.ne' hη.ne'
    rw [sub_self (Real.sign η : ℂ), mul_zero] at h
    refine (mul_eq_zero.1 h).resolve_left fun hc => hef ?_
    have := congrArg Complex.re hc
    simp at this
    linarith
```

For equal positive widths the right side vanishes. If \(e\neq f\), the bracket is \(e-f\neq0\), and the integral is zero. If \(e=f\), the bracket vanishes too and says nothing; but \(p_{e,\eta}^2\) has the primitive \(-p_{e,\eta}\), which tends to zero at both ends. `by_cases` separates the two cases.

## From pairs to the Green's function

```lean
/-- For nonzero heights, a product of two pole sums with common energies is integrable, and
its integral is the sum over pairs of poles. -/
theorem integral_green_mul (e : ι → ℝ) (a b : ι → ℂ) {α β : ℝ} (hα : α ≠ 0) (hβ : β ≠ 0) :
    Integrable (fun x : ℝ => green e a (x + α * I) * green e b (x + β * I)) ∧
    ∫ x : ℝ, green e a (x + α * I) * green e b (x + β * I) =
      ∑ j, ∑ k, a j * b k * ∫ x : ℝ, propagator (e j) α x * propagator (e k) β x := by
  have hG : ∀ x : ℝ, green e a (x + α * I) * green e b (x + β * I) =
      ∑ j, ∑ k, a j * b k * (propagator (e j) α x * propagator (e k) β x) := by
    intro x
    simp only [green, div_eq_mul_inv, Finset.sum_mul_sum, propagator]
    exact Finset.sum_congr rfl fun j _ => Finset.sum_congr rfl fun k _ => by ring
  have hi := fun j k => (integrable_pair (e j) (e k) hα hβ).const_mul (a j * b k)
  have hs := fun j => MeasureTheory.integrable_finsetSum Finset.univ fun k _ => hi j k
  simp only [hG]
  refine ⟨MeasureTheory.integrable_finsetSum _ fun j _ => hs j, ?_⟩
  rw [MeasureTheory.integral_finsetSum _ fun j _ => hs j]
  refine Finset.sum_congr rfl fun j _ => ?_
  rw [MeasureTheory.integral_finsetSum _ fun k _ => hi j k]
  simp only [integral_const_mul]
```

Multiplying out two pole sums with the same energies and integrating term by term gives
\[\int G_a(x+i\alpha)\,G_b(x+i\beta)\,dx=\sum_{j,k}a_jb_k\int p_{e_j,\alpha}\,p_{e_k,\beta}\,dx,\]
where the subscripts on \(G\) name the residues.

```lean
/-- For `η > 0` and complex residues, `G(x + iη)²` is integrable and integrates to zero. -/
theorem integral_green_sq (e : ι → ℝ) (a : ι → ℂ) {η : ℝ} (hη : 0 < η) :
    Integrable (fun x : ℝ => green e a (x + η * I) ^ 2) ∧
    ∫ x : ℝ, green e a (x + η * I) ^ 2 = 0 := by
  have h := integral_green_mul e a a hη.ne' hη.ne'
  simp only [integral_retarded_pair _ _ hη, mul_zero, Finset.sum_const_zero] at h
  simpa only [pow_two] using h
```

Every pair integral is zero, so \(\int G(x+i\eta)^2dx=0\). Integrability is stated as well, because Lean assigns the value zero to the integral of a non-integrable function.

The same argument gives \(\int G(x+i\alpha)\,G(x+i\beta)\,dx=0\) for different positive heights, a variant not stated in the Lean code. There the bracket never vanishes.

```lean
/-- For `η > 0` and complex residues, `|G(x + iη)|²` is integrable, and its integral is a
double sum over the poles. -/
theorem integral_norm_green_sq (e : ι → ℝ) (a : ι → ℂ) {η : ℝ} (hη : 0 < η) :
    Integrable (fun x : ℝ => ‖green e a (x + η * I)‖ ^ 2) ∧
    ((∫ x : ℝ, ‖green e a (x + η * I)‖ ^ 2 : ℝ) : ℂ) =
      ∑ j, ∑ k, a j * conj (a k) * (2 * π * I / ((e k : ℂ) - e j + 2 * η * I)) := by
  have hη' : -η ≠ 0 := neg_ne_zero.2 hη.ne'
  -- conjugation flips the height to `-η` and conjugates the residues
  have hf : ∀ x : ℝ, green e a (x + η * I) *
      green e (fun k => conj (a k)) (x + ((-η : ℝ) : ℂ) * I) =
      ((‖green e a (x + η * I)‖ ^ 2 : ℝ) : ℂ) := by
    intro x
    have hc : green e (fun k => conj (a k)) (x + ((-η : ℝ) : ℂ) * I) =
        conj (green e a (x + η * I)) := by simp [green]
    rw [hc, Complex.mul_conj, Complex.normSq_eq_norm_sq]
  obtain ⟨h1, h2⟩ := integral_green_mul e a (fun k => conj (a k)) hη.ne' hη'
  simp only [hf] at h1 h2
  have hR : Integrable (fun x : ℝ => ‖green e a (x + η * I)‖ ^ 2) :=
    Complex.reCLM.integrable_comp h1
  refine ⟨hR, (Complex.ofRealCLM.integral_comp_comm hR).symm.trans (h2.trans ?_)⟩
  refine Finset.sum_congr rfl fun j _ => Finset.sum_congr rfl fun k _ => ?_
  congr 1
  have h := integral_pair (e j) (e k) hη.ne' hη'
  rw [Real.sign_of_pos hη, Real.sign_of_neg (neg_lt_zero.2 hη)] at h
  have hne : (e k : ℂ) - e j + 2 * η * I ≠ 0 := by
    intro h0
    have := congrArg Complex.im h0
    simp at this
    exact hη.ne' this
  rw [eq_div_iff hne]
  simp only [Complex.ofReal_neg, Complex.ofReal_one] at h
  linear_combination -h
```

For real \(x\), \(\overline{G(x+i\eta)}\) is the pole sum at \(x-i\eta\) with residues \(\overline{a_k}\) (`hf`). Setting \(\alpha=\eta\), \(\beta=-\eta\) in the pair formula yields
\[\int|G(x+i\eta)|^2dx=\sum_{j,k}a_j\overline{a_k}\,\frac{2\pi i}{e_k-e_j+2i\eta}.\]
The annotation `: ℂ` regards the real integral as a complex number, to match the right side.

```lean
/-- For real residues and `η > 0`, the integral of `|G(x + iη)|²` is a double sum of
Lorentzians in the pole separations. -/
theorem integral_norm_green_sq_real (e a : ι → ℝ) {η : ℝ} (hη : 0 < η) :
    ∫ x : ℝ, ‖green e (fun k => (a k : ℂ)) (x + η * I)‖ ^ 2 =
      ∑ j, ∑ k, 4 * π * η * a j * a k / ((e j - e k) ^ 2 + 4 * η ^ 2) := by
  have h := congrArg Complex.re (integral_norm_green_sq e (fun k => (a k : ℂ)) hη).2
  rw [Complex.ofReal_re] at h
  rw [h]
  simp only [Complex.re_sum]
  refine Finset.sum_congr rfl fun j _ => Finset.sum_congr rfl fun k _ => ?_
  rw [Complex.conj_ofReal, ← Complex.ofReal_mul, Complex.re_ofReal_mul]
  have hD : 0 < (e j - e k) ^ 2 + 4 * η ^ 2 := by positivity
  have hre : (2 * π * I / ((e k : ℂ) - e j + 2 * η * I)).re =
      4 * π * η / ((e j - e k) ^ 2 + 4 * η ^ 2) := by
    have hn : Complex.normSq ((e k : ℂ) - e j + 2 * η * I) = (e j - e k) ^ 2 + 4 * η ^ 2 := by
      rw [Complex.normSq_apply]
      simp
      ring
    rw [Complex.div_re, hn]
    simp
    ring
  rw [hre]
  ring
```

For real residues, taking real parts gives
\[\int|G(x+i\eta)|^2dx=\sum_{j,k}\frac{4\pi\eta\,a_ja_k}{(e_j-e_k)^2+4\eta^2}.\]
A single pole gives \(\pi a^2/\eta\), the area of one Lorentzian.

```lean
/-- For `η > 0`, the squares of the real and of the imaginary part of `G(x + iη)` each
integrate to half the integral of `|G(x + iη)|²`. -/
theorem integral_re_sq_im_sq (e : ι → ℝ) (a : ι → ℂ) {η : ℝ} (hη : 0 < η) :
    ∫ x : ℝ, (green e a (x + η * I)).re ^ 2 = (∫ x : ℝ, ‖green e a (x + η * I)‖ ^ 2) / 2 ∧
    ∫ x : ℝ, (green e a (x + η * I)).im ^ 2 = (∫ x : ℝ, ‖green e a (x + η * I)‖ ^ 2) / 2 := by
  obtain ⟨hi, h0⟩ := integral_green_sq e a hη
  have hN := (integral_norm_green_sq e a hη).1
  have hR : Integrable (fun x : ℝ => (green e a (x + η * I) ^ 2).re) :=
    Complex.reCLM.integrable_comp hi
  have hz : ∫ x : ℝ, (green e a (x + η * I) ^ 2).re = 0 :=
    (Complex.reCLM.integral_comp_comm hi).trans (by rw [h0, map_zero])
  have h1 : ∀ z : ℂ, z.re ^ 2 = (1 / 2) * (‖z‖ ^ 2 + (z ^ 2).re) := by
    intro z
    rw [Complex.sq_norm, Complex.normSq_apply, pow_two z, Complex.mul_re]
    ring
  have h2 : ∀ z : ℂ, z.im ^ 2 = (1 / 2) * (‖z‖ ^ 2 - (z ^ 2).re) := by
    intro z
    rw [Complex.sq_norm, Complex.normSq_apply, pow_two z, Complex.mul_re]
    ring
  constructor
  · simp only [h1]
    rw [integral_const_mul, integral_add hN hR, hz]
    ring
  · simp only [h2]
    rw [integral_const_mul, integral_sub hN hR, hz]
    ring

end

end LehmannPoleSums
```

For any complex \(z\), \((\operatorname{Re}z)^2=\tfrac12(|z|^2+\operatorname{Re}z^2)\) and \((\operatorname{Im}z)^2=\tfrac12(|z|^2-\operatorname{Re}z^2)\). With \(z=G(x+i\eta)\), the last terms integrate to zero, so each part carries half of the integral of \(|G|^2\). For real residues \(-\operatorname{Im}G/\pi\) is the broadened spectral function, whose square therefore integrates to \(\frac1{2\pi^2}\int|G|^2dx\).

```lean
#print axioms LehmannPoleSums.integral_norm_green_sq_real
#print axioms LehmannPoleSums.integral_re_sq_im_sq
```

```
'LehmannPoleSums.integral_norm_green_sq_real' depends on axioms: [propext, Classical.choice, Quot.sound]
'LehmannPoleSums.integral_re_sq_im_sq' depends on axioms: [propext, Classical.choice, Quot.sound]
```
